# The density matrix of two free fermions has the sign of the inner product of their relative positions

For two free fermions in imaginary time, the density matrix between configurations `x` and `y` is taken as a 2 × 2 determinant of Gaussian kernels exp(−a‖xᵢ − yⱼ‖²), antisymmetrised in position and without its positive normalisation constant. The theorem `sign_fermionDet` says that for a > 0 this determinant is positive, zero or negative exactly as the inner product p of x₀ − x₁ and y₀ − y₁ is. The positions lie in any real inner product space. The proof writes the determinant as a positive product of kernels times 1 − exp(−2ap), then treats p < 0, p = 0 and p > 0 separately.

The first attempt, which Lean rejects:

```lean
import Mathlib

open scoped InnerProductSpace

namespace SignFermionDet

noncomputable section

variable {E : Type*} [NormedAddCommGroup E] [InnerProductSpace ℝ E]

/-- The free-particle density matrix between positions `x` and `y`, without its
normalisation constant; `a` stands for `m / (2 ħ² τ)` at imaginary time `τ`. -/
def freeKernel (a : ℝ) (x y : E) : ℝ := Real.exp (-a * ‖x - y‖ ^ 2)

/-- The antisymmetrised density matrix of two free fermions between the configurations
`x` and `y`, as the determinant of one-particle kernels, without normalisation. -/
def fermionDet (a : ℝ) (x y : Fin 2 → E) : ℝ :=
  (Matrix.of fun i j => freeKernel a (x i) (y j)).det

/-- The squared distances of the exchanged pairing exceed those of the direct pairing by
twice the inner product of the two relative positions. -/
theorem exchange_cost (x₀ x₁ y₀ y₁ : E) :
    ‖x₀ - y₁‖ ^ 2 + ‖x₁ - y₀‖ ^ 2 - ‖x₀ - y₀‖ ^ 2 - ‖x₁ - y₁‖ ^ 2
      = 2 * ⟪x₀ - x₁, y₀ - y₁⟫_ℝ := by
  simp only [← real_inner_self_eq_norm_sq, inner_sub_left, inner_sub_right]
  rw [real_inner_comm x₀ y₁, real_inner_comm x₁ y₀, real_inner_comm x₀ y₀,
    real_inner_comm x₁ y₁]
  ring

/-- The unnormalised two-fermion determinant is the product of the two direct one-particle kernels
times an exchange factor, which depends on the positions only through the inner product of the two
relative positions. -/
theorem fermionDet_eq (a : ℝ) (x y : Fin 2 → E) :
    fermionDet a x y = freeKernel a (x 0) (y 0) * freeKernel a (x 1) (y 1)
      * (1 - Real.exp (-(2 * a * ⟪x 0 - x 1, y 0 - y 1⟫_ℝ))) := by
  -- the exchanged product is the direct product times a Boltzmann-like factor
  have h : freeKernel a (x 0) (y 1) * freeKernel a (x 1) (y 0)
      = freeKernel a (x 0) (y 0) * freeKernel a (x 1) (y 1)
        * Real.exp (-(2 * a * ⟪x 0 - x 1, y 0 - y 1⟫_ℝ)) := by
    simp only [freeKernel, ← Real.exp_add]
    congr 1
    linear_combination (-a) * exchange_cost (x 0) (x 1) (y 0) (y 1)
  rw [fermionDet, Matrix.det_fin_two]
  simp only [Matrix.of_apply]
  linear_combination -h

/-- In any dimension, for `a > 0`, the two-fermion density matrix has the sign of the inner
product of the relative positions in the two configurations. -/
theorem sign_fermionDet {a : ℝ} (ha : 0 < a) (x y : Fin 2 → E) :
    SignType.sign (fermionDet a x y) = SignType.sign ⟪x 0 - x 1, y 0 - y 1⟫_ℝ := by
  have hK : 0 < freeKernel a (x 0) (y 0) * freeKernel a (x 1) (y 1) :=
    mul_pos (Real.exp_pos _) (Real.exp_pos _)
  rw [fermionDet_eq]
  generalize ⟪x 0 - x 1, y 0 - y 1⟫_ℝ = p
  -- only the exchange factor can change sign
  rcases lt_trichotomy p 0 with hp | hp | hp
  · have h1 : 1 < Real.exp (-(2 * a * p)) :=
      Real.one_lt_exp_iff.2 (by nlinarith [mul_pos ha (neg_pos.2 hp)])
    rw [sign_neg hp, sign_neg (mul_neg_of_pos_of_neg hK (by linarith))]
  · simp [hp]
  · have h1 : Real.exp (-(2 * a * p)) < 1 :=
      Real.exp_lt_one (by nlinarith [mul_pos ha hp])
    rw [sign_pos hp, sign_pos (mul_pos hK (by linarith))]

end

end SignFermionDet
```

Compiling this gives:

```
Main.lean:62:6: error(lean.unknownIdentifier): Unknown constant `Real.exp_lt_one`
```

After these edits no error is left:

```diff
@@ -60,5 +60,5 @@
   · simp [hp]
   · have h1 : Real.exp (-(2 * a * p)) < 1 :=
-      Real.exp_lt_one (by nlinarith [mul_pos ha hp])
+      Real.exp_lt_one_iff.2 (by nlinarith [mul_pos ha hp])
     rw [sign_pos hp, sign_pos (mul_pos hK (by linarith))]
 
```

What went wrong. The message says that Lean knows no constant called `Real.exp_lt_one`. The name is used in the case p > 0, where the proof needs exp(−2ap) < 1 to show that the exchange factor is positive. The inequality is true there, but the lemma cited for it does not exist under that name in the Mathlib being used.

The repair cites `Real.exp_lt_one_iff` instead, which says that exp x < 1 if and only if x < 0. Since this is an equivalence, `.2` is added to pick the direction that goes from a negative exponent to the bound on the exponential. What remains to be shown is −2ap < 0, and the `nlinarith` call, which is unchanged, proves it from the positivity of a · p.
